# A Two-Parameter Minimax Gives the Dirac–Coulomb 1s Energy for 0 < Z < c

For one electron in the field of a point nucleus of charge $Z$, take a trial spinor of $s_{1/2}$ symmetry whose large component, multiplied by $r$, has the radial form $r^s e^{-\zeta r}$ with $s>0$ fixed, and whose small component has a multiple of the same radial form. If the small component is frozen at zero, the Dirac–Coulomb energy can be driven to $-\infty$ just by raising $\zeta$, so plain minimisation finds no ground state. Maximising over the small-component amplitude at each $\zeta$, and minimising over $\zeta$ afterwards, gives $c^2\sqrt{1-Z^2/c^2}$ whenever $0<Z<c$. This is the exact 1s energy of that electron, in atomic units, with $c$ the speed of light and the rest energy $c^2$ included.

```lean
import Mathlib

open MeasureTheory Set

namespace DiracCoulombMinimax

noncomputable section

/-- Upper row of the radial Dirac-Coulomb operator acting on `(P, Q)`, for `r > 0`. -/
def diracUpper (c Z κ : ℝ) (P Q : ℝ → ℝ) (r : ℝ) : ℝ :=
  (c ^ 2 - Z / r) * P r + c * (κ / r * Q r - deriv Q r)

/-- Lower row of the radial Dirac-Coulomb operator acting on `(P, Q)`, for `r > 0`. -/
def diracLower (c Z κ : ℝ) (P Q : ℝ → ℝ) (r : ℝ) : ℝ :=
  c * (deriv P r + κ / r * P r) + (-c ^ 2 - Z / r) * Q r

/-- Energy quotient of a radial spinor `(P, Q)` with finite non-zero norm. -/
def energyQuotient (c Z κ : ℝ) (P Q : ℝ → ℝ) : ℝ :=
  (∫ r in Ioi (0 : ℝ), (P r * diracUpper c Z κ P Q r + Q r * diracLower c Z κ P Q r)) /
    ∫ r in Ioi (0 : ℝ), (P r ^ 2 + Q r ^ 2)

/-- The radial trial function `r^s exp(-ζ r)`. -/
def slater (s ζ r : ℝ) : ℝ := r ^ s * Real.exp (-ζ * r)

/-- Energy quotient for `κ = -1`, `P = r^s exp(-ζ r)` and `Q = -t P`, with `s, ζ > 0`. -/
def trialEnergy (c Z s ζ t : ℝ) : ℝ :=
  energyQuotient c Z (-1) (slater s ζ) (fun r => -t * slater s ζ r)

/-- The relativistic factor `γ = √(1 - Z²/c²)`, for `0 < Z < c`. -/
def gam (c Z : ℝ) : ℝ := √(1 - Z ^ 2 / c ^ 2)

lemma gam_spec {c Z : ℝ} (hZ : 0 < Z) (hZc : Z < c) :
    0 < gam c Z ∧ c ^ 2 * gam c Z ^ 2 = c ^ 2 - Z ^ 2 := by
  have hc : 0 < c := hZ.trans hZc
  have h : Z ^ 2 / c ^ 2 < 1 := (div_lt_one (by positivity)).mpr (by nlinarith)
  refine ⟨Real.sqrt_pos.mpr (by linarith), ?_⟩
  rw [gam, Real.sq_sqrt (by linarith)]
  field_simp

lemma hasDerivAt_slater (s ζ : ℝ) {r : ℝ} (hr : 0 < r) :
    HasDerivAt (slater s ζ) ((s / r - ζ) * slater s ζ r) r := by
  have h1 := Real.hasDerivAt_rpow_const (x := r) (p := s) (Or.inl hr.ne')
  have h2 := ((hasDerivAt_id' r).const_mul (-ζ)).exp
  refine (h1.fun_mul h2).congr_deriv ?_
  rw [Real.rpow_sub_one hr.ne', slater]
  ring

/-- For `s, ζ > 0` the trial function has positive norm, and its mean inverse radius
is `ζ/s`. -/
theorem mean_inverse_radius {s ζ : ℝ} (hs : 0 < s) (hζ : 0 < ζ) :
    0 < ∫ r in Ioi (0 : ℝ), slater s ζ r ^ 2 ∧
    ∫ r in Ioi (0 : ℝ), slater s ζ r ^ 2 / r =
      ζ / s * ∫ r in Ioi (0 : ℝ), slater s ζ r ^ 2 := by
  have hsq : ∀ r : ℝ, 0 < r →
      slater s ζ r ^ 2 = r ^ (2 * s + 1 - 1) * Real.exp (-(2 * ζ * r)) := by
    intro r hr
    rw [show 2 * s + 1 - 1 = s + s by ring, Real.rpow_add hr,
      show -(2 * ζ * r) = -ζ * r + -ζ * r by ring, Real.exp_add, slater]
    ring
  have hdiv : ∀ r : ℝ, 0 < r →
      slater s ζ r ^ 2 / r = r ^ (2 * s - 1) * Real.exp (-(2 * ζ * r)) := by
    intro r hr
    rw [hsq r hr, show 2 * s + 1 - 1 = 2 * s by ring, Real.rpow_sub_one hr.ne']
    ring
  have h2s : 0 < 2 * s := by positivity
  have h2z : 0 < 2 * ζ := by positivity
  have hb : 0 < 1 / (2 * ζ) := by positivity
  -- both moments are Gamma integrals
  have h1 : ∫ r in Ioi (0 : ℝ), slater s ζ r ^ 2 =
      (1 / (2 * ζ)) ^ (2 * s + 1) * Real.Gamma (2 * s + 1) := by
    rw [← Real.integral_rpow_mul_exp_neg_mul_Ioi (by linarith) h2z]
    exact setIntegral_congr_fun measurableSet_Ioi (fun r hr => hsq r hr)
  have h2 : ∫ r in Ioi (0 : ℝ), slater s ζ r ^ 2 / r =
      (1 / (2 * ζ)) ^ (2 * s) * Real.Gamma (2 * s) := by
    rw [← Real.integral_rpow_mul_exp_neg_mul_Ioi h2s h2z]
    exact setIntegral_congr_fun measurableSet_Ioi (fun r hr => hdiv r hr)
  rw [h2, h1]
  refine ⟨mul_pos (Real.rpow_pos_of_pos hb _) (Real.Gamma_pos_of_pos (by linarith)), ?_⟩
  rw [Real.Gamma_add_one h2s.ne', Real.rpow_add_one hb.ne']
  generalize (1 / (2 * ζ)) ^ (2 * s) = A
  field_simp

/-- For `s, ζ > 0` the energy quotient depends on the exponents only through `ζ/s`. -/
theorem trialEnergy_eq (c Z t : ℝ) {s ζ : ℝ} (hs : 0 < s) (hζ : 0 < ζ) :
    trialEnergy c Z s ζ t =
      (c ^ 2 * (1 - t ^ 2) + 2 * c * t * (ζ / s)) / (1 + t ^ 2) - Z * (ζ / s) := by
  obtain ⟨hN, hJ⟩ := mean_inverse_radius hs hζ
  have i1 : Integrable (fun r => slater s ζ r ^ 2) (volume.restrict (Ioi 0)) := by
    by_contra h
    exact hN.ne' (integral_undef h)
  have i2 : Integrable (fun r => slater s ζ r ^ 2 / r) (volume.restrict (Ioi 0)) := by
    by_contra h
    have h0 : ∫ r in Ioi (0 : ℝ), slater s ζ r ^ 2 / r = 0 := integral_undef h
    rw [hJ] at h0
    exact (mul_pos (div_pos hζ hs) hN).ne' h0
  -- the derivative terms cancel and leave the `κ/r` coupling
  have num : ∫ r in Ioi (0 : ℝ),
      (slater s ζ r * diracUpper c Z (-1) (slater s ζ) (fun x => -t * slater s ζ x) r +
        (-t * slater s ζ r) *
          diracLower c Z (-1) (slater s ζ) (fun x => -t * slater s ζ x) r) =
      (c ^ 2 * (1 - t ^ 2) + 2 * c * t * (ζ / s) - Z * (ζ / s) * (1 + t ^ 2)) *
        ∫ r in Ioi (0 : ℝ), slater s ζ r ^ 2 := by
    calc _ = ∫ r in Ioi (0 : ℝ), (c ^ 2 * (1 - t ^ 2) * slater s ζ r ^ 2 +
          (2 * c * t - Z * (1 + t ^ 2)) * (slater s ζ r ^ 2 / r)) :=
        setIntegral_congr_fun measurableSet_Ioi (fun r hr => by
          have hP := hasDerivAt_slater s ζ (show 0 < r from hr)
          have hQ : deriv (fun x => -t * slater s ζ x) r =
            -t * ((s / r - ζ) * slater s ζ r) := (hP.const_mul (-t)).deriv
          simp only [diracUpper, diracLower, hP.deriv, hQ]
          ring)
      _ = _ := by
        rw [integral_add (i1.const_mul _) (i2.const_mul _), integral_const_mul,
          integral_const_mul, hJ]
        ring
  have den : ∫ r in Ioi (0 : ℝ), (slater s ζ r ^ 2 + (-t * slater s ζ r) ^ 2) =
      (1 + t ^ 2) * ∫ r in Ioi (0 : ℝ), slater s ζ r ^ 2 := by
    rw [← integral_const_mul]
    exact setIntegral_congr_fun measurableSet_Ioi (fun r _ => by

      ring)
  have h := congrArg₂ (fun x y : ℝ => x / y) num den
  have ht : 1 + t ^ 2 ≠ 0 := by positivity
  refine Eq.trans h ?_

  rw [mul_div_mul_right _ _ hN.ne', sub_div, mul_div_cancel_right₀ _ ht]

lemma complete_square {c : ℝ} (hc : 0 < c) (u : ℝ) : ∃ t₀ : ℝ, ∀ t : ℝ,
    (c ^ 2 * (1 - t ^ 2) + 2 * c * t * u) / (1 + t ^ 2) = c * √(c ^ 2 + u ^ 2) -
      c * (√(c ^ 2 + u ^ 2) + c) * (t - t₀) ^ 2 / (1 + t ^ 2) := by
  have hw : √(c ^ 2 + u ^ 2) ^ 2 = c ^ 2 + u ^ 2 := Real.sq_sqrt (by positivity)
  have hw0 := Real.sqrt_nonneg (c ^ 2 + u ^ 2)
  generalize √(c ^ 2 + u ^ 2) = w at hw hw0 ⊢
  have hne : w + c ≠ 0 := by positivity
  obtain ⟨t₀, h1⟩ : ∃ t₀, t₀ * (w + c) = u := ⟨u / (w + c), div_mul_cancel₀ _ hne⟩
  have h2 : t₀ * u = w - c :=
    mul_left_cancel₀ hne (by linear_combination u * h1 - hw)
  refine ⟨t₀, fun t => ?_⟩
  have ht : 1 + t ^ 2 ≠ 0 := by positivity
  have key : c ^ 2 * (1 - t ^ 2) + 2 * c * t * u =
      c * w * (1 + t ^ 2) - c * (w + c) * (t - t₀) ^ 2 := by
    linear_combination (-2 * c * t + c * t₀) * h1 + c * h2
  rw [key, sub_div, mul_div_cancel_right₀ _ ht]

/-- For `c, s, ζ > 0` the largest energy over all real small-component amplitudes `t`
is `c √(c² + u²) - Z u` with `u = ζ/s`. -/
theorem isGreatest_trialEnergy (Z : ℝ) {c s ζ : ℝ} (hc : 0 < c) (hs : 0 < s) (hζ : 0 < ζ) :
    IsGreatest (range (trialEnergy c Z s ζ))
      (c * √(c ^ 2 + (ζ / s) ^ 2) - Z * (ζ / s)) := by
  obtain ⟨t₀, h⟩ := complete_square hc (ζ / s)
  constructor
  · refine ⟨t₀, ?_⟩
    rw [trialEnergy_eq c Z t₀ hs hζ, h t₀]
    simp
  · rintro _ ⟨t, rfl⟩
    rw [trialEnergy_eq c Z t hs hζ, h t]
    have : 0 ≤ c * (√(c ^ 2 + (ζ / s) ^ 2) + c) * (t - t₀) ^ 2 / (1 + t ^ 2) := by
      positivity
    linarith

lemma outer_bound {c Z : ℝ} (hZ : 0 < Z) (hZc : Z < c) (u : ℝ) :
    c ^ 2 * gam c Z ≤ c * √(c ^ 2 + u ^ 2) - Z * u ∧
    (c * √(c ^ 2 + u ^ 2) - Z * u = c ^ 2 * gam c Z ↔ u * gam c Z = Z) := by
  have hc : 0 < c := hZ.trans hZc
  obtain ⟨hg, hg2⟩ := gam_spec hZ hZc
  have hw : √(c ^ 2 + u ^ 2) ^ 2 = c ^ 2 + u ^ 2 := Real.sq_sqrt (by positivity)
  have hw0 := Real.sqrt_nonneg (c ^ 2 + u ^ 2)
  generalize √(c ^ 2 + u ^ 2) = w at hw hw0 ⊢
  generalize gam c Z = g at hg hg2 ⊢
  -- the difference of squares is itself a square
  have key : (c * w) ^ 2 - (c ^ 2 * g + Z * u) ^ 2 = c ^ 2 * (u * g - Z) ^ 2 := by
    linear_combination c ^ 2 * hw - (c ^ 2 + u ^ 2) * hg2
  have hcw : 0 ≤ c * w := by positivity
  refine ⟨?_, fun h => ?_, fun h => ?_⟩
  · have h : (c ^ 2 * g + Z * u) ^ 2 ≤ (c * w) ^ 2 := by
      have : 0 ≤ c ^ 2 * (u * g - Z) ^ 2 := by positivity
      linarith
    linarith [le_of_abs_le (abs_le_of_sq_le_sq h hcw)]
  · have h0 : c ^ 2 * (u * g - Z) ^ 2 = 0 := by
      rw [← key, show c * w = c ^ 2 * g + Z * u by linarith, sub_self]
    have h1 := (mul_eq_zero.mp h0).resolve_left (by positivity)
    exact sub_eq_zero.mp (pow_eq_zero_iff (two_ne_zero) |>.mp h1)
  · have hp : 0 ≤ c ^ 2 * g + Z * u := by
      rw [← h]
      nlinarith [mul_nonneg hg.le (sq_nonneg u), mul_pos (pow_pos hc 2) hg]
    have he : (c * w) ^ 2 = (c ^ 2 * g + Z * u) ^ 2 := by
      rw [h, sub_self] at key
      linarith
    linarith [(sq_eq_sq₀ hcw hp).mp he]

/-- For `0 < Z < c` and `s, ζ > 0`, the maximum over `t` equals `c² γ` exactly when
`ζ γ = s Z`. -/
theorem optimal_exponent {c Z s ζ : ℝ} (hZ : 0 < Z) (hZc : Z < c) (hs : 0 < s)
    (hζ : 0 < ζ) :
    IsGreatest (range (trialEnergy c Z s ζ)) (c ^ 2 * gam c Z) ↔ ζ * gam c Z = s * Z := by
  have h := isGreatest_trialEnergy Z (hZ.trans hZc) hs hζ
  have hb := (outer_bound hZ hZc (ζ / s)).2
  constructor
  · intro h'
    have h1 := hb.mp (h.unique h')
    have e : ζ / s * s = ζ := div_mul_cancel₀ _ hs.ne'
    linear_combination s * h1 - gam c Z * e
  · intro h'
    have h1 : ζ / s * gam c Z = Z := by
      rw [div_mul_eq_mul_div, h', mul_div_cancel_left₀ _ hs.ne']
    rwa [hb.mpr h1] at h

/-- Minimax principle for the trial family: for `0 < Z < c` and any fixed `s > 0`, the
minimum over `ζ > 0` of the maximum over `t` is `c² √(1 - Z²/c²)`. -/
theorem minimax {c Z s : ℝ} (hZ : 0 < Z) (hZc : Z < c) (hs : 0 < s) :
    IsLeast {E | ∃ ζ > 0, IsGreatest (range (trialEnergy c Z s ζ)) E}
      (c ^ 2 * √(1 - Z ^ 2 / c ^ 2)) := by
  change IsLeast _ (c ^ 2 * gam c Z)
  have hg := (gam_spec hZ hZc).1
  constructor
  · have hζ : 0 < s * Z / gam c Z := by positivity
    exact ⟨_, hζ, (optimal_exponent hZ hZc hs hζ).mpr (div_mul_cancel₀ _ hg.ne')⟩
  · rintro E ⟨ζ, hζ, hE⟩
    rw [hE.unique (isGreatest_trialEnergy Z (hZ.trans hZc) hs hζ)]
    exact (outer_bound hZ hZc _).1

/-- Variational collapse: for `Z, s > 0` and no small component (`t = 0`), the energy
quotient falls below any given `E` for some `ζ > 0`. -/
theorem variational_collapse (c E : ℝ) {Z s : ℝ} (hZ : 0 < Z) (hs : 0 < s) :
    ∃ ζ > 0, trialEnergy c Z s ζ 0 < E := by
  have hu : 0 < (|c ^ 2 - E| + 1) / Z := by positivity
  refine ⟨s * ((|c ^ 2 - E| + 1) / Z), mul_pos hs hu, ?_⟩
  rw [trialEnergy_eq c Z 0 hs (mul_pos hs hu), mul_div_cancel_left₀ _ hs.ne',
    mul_div_cancel₀ _ hZ.ne']
  norm_num
  linarith [le_abs_self (c ^ 2 - E)]

/-- For `0 < c < Z` and `s > 0` the minimax fails: for each `E` there is a `ζ > 0` that puts the
energies for all `t` below `E`. -/
theorem supercritical_collapse (E : ℝ) {c Z s : ℝ} (hc : 0 < c) (hcZ : c < Z)
    (hs : 0 < s) : ∃ ζ > 0, ∀ t, trialEnergy c Z s ζ t < E := by
  have hd : 0 < Z - c := sub_pos.mpr hcZ
  obtain ⟨u, hu, hue⟩ : ∃ u > 0, (Z - c) * u = |c ^ 2 - E| + 1 :=
    ⟨(|c ^ 2 - E| + 1) / (Z - c), by positivity, by field_simp⟩
  refine ⟨s * u, mul_pos hs hu, fun t => ?_⟩
  have h := (isGreatest_trialEnergy Z hc hs (mul_pos hs hu)).2 ⟨t, rfl⟩
  rw [mul_div_cancel_left₀ _ hs.ne'] at h
  have hw : √(c ^ 2 + u ^ 2) ≤ c + u :=
    Real.sqrt_le_iff.mpr ⟨by positivity, by nlinarith [mul_pos hc hu]⟩
  nlinarith [mul_le_mul_of_nonneg_left hw hc.le, le_abs_self (c ^ 2 - E)]

/-- For `0 < Z < c`, the trial pair with `s = γ`, `ζ = Z` and `t = Z/(c(1+γ))` solves both
radial Dirac equations with `κ = -1` and energy `c² γ` at every `r > 0`. -/
theorem exact_solution {c Z r : ℝ} (hZ : 0 < Z) (hZc : Z < c) (hr : 0 < r) :
    let P := slater (gam c Z) Z
    let Q := fun x => -(Z / (c * (1 + gam c Z))) * P x
    diracUpper c Z (-1) P Q r = c ^ 2 * gam c Z * P r ∧
    diracLower c Z (-1) P Q r = c ^ 2 * gam c Z * Q r := by
  intro P Q
  obtain ⟨hg, hg2⟩ := gam_spec hZ hZc
  have hc : 0 < c := hZ.trans hZc
  have hne : c * (1 + gam c Z) ≠ 0 := by positivity
  have hP : HasDerivAt P ((gam c Z / r - Z) * P r) r := hasDerivAt_slater _ _ hr
  have ht : Z / (c * (1 + gam c Z)) * (c * (1 + gam c Z)) = Z := div_mul_cancel₀ _ hne
  have hQ : deriv Q r = -(Z / (c * (1 + gam c Z))) * ((gam c Z / r - Z) * P r) :=
    (hP.const_mul _).deriv
  have hQr : Q r = -(Z / (c * (1 + gam c Z))) * P r := rfl
  rw [diracUpper, diracLower, hP.deriv, hQ, hQr]
  generalize Z / (c * (1 + gam c Z)) = t at ht ⊢
  have h2 : t * Z = c * (1 - gam c Z) :=
    mul_left_cancel₀ hne (by linear_combination Z * ht + hg2)
  constructor
  · linear_combination P r / r * ht - c * P r * h2
  · linear_combination P r / r * h2 + c * P r * ht

end

end DiracCoulombMinimax
```

```lean
#print axioms DiracCoulombMinimax.minimax
-- 'DiracCoulombMinimax.minimax' depends on axioms: [propext, Classical.choice, Quot.sound]
#print axioms DiracCoulombMinimax.variational_collapse
-- 'DiracCoulombMinimax.variational_collapse' depends on axioms: [propext, Classical.choice, Quot.sound]
#print axioms DiracCoulombMinimax.supercritical_collapse
-- 'DiracCoulombMinimax.supercritical_collapse' depends on axioms: [propext, Classical.choice, Quot.sound]
#print axioms DiracCoulombMinimax.exact_solution
-- 'DiracCoulombMinimax.exact_solution' depends on axioms: [propext, Classical.choice, Quot.sound]
```

## The radial operator and its trial spinor

The setting is one electron in the field of a point nucleus of charge $Z$, in atomic units, with $c$ the speed of light and the rest energy $c^2$ included. `diracUpper` and `diracLower` are the two rows of the radial Dirac operator acting on the large component $P$ and the small component $Q$, each taken as $r$ times the radial part of the spinor:

$$\left(c^2-\tfrac{Z}{r}\right)P+c\left(\tfrac{\kappa}{r}Q-Q'\right),\qquad c\left(P'+\tfrac{\kappa}{r}P\right)+\left(-c^2-\tfrac{Z}{r}\right)Q .$$

The derivatives are true derivatives (`deriv`), and $\kappa=-1$ selects the $s_{1/2}$ symmetry. `energyQuotient` integrates $P$ times the upper row plus $Q$ times the lower row over $(0,\infty)$ and divides by the squared norm $\int_0^\infty(P^2+Q^2)\,dr$. The trial spinor in `trialEnergy` is $P=r^s e^{-\zeta r}$, $Q=-tP$, with $s,\zeta>0$ and $t$ any real number.

The theorem `minimax` fixes $s$. Its set contains each number $E$ that is, for some $\zeta>0$, the greatest value of the energy over all $t$. `IsLeast` says that $c^2\sqrt{1-Z^2/c^2}$ belongs to this set and is its smallest element, so the maximum and the minimum are both attained.

The minimax principle for the Dirac operator ranges over whole spaces of large and small components; here it is restricted to two real numbers, $t$ and $\zeta$. Electron repulsion and finite nuclear size are absent, and the case $Z=c$ is left open.

## The energy depends only on ζ/s

Differentiation gives $P'=(s/r-\zeta)P$, which is `hasDerivAt_slater`. In the energy density the derivative terms cancel at every $r$:

$$-cPQ'+cQP'=ctPP'-ctPP'=0 .$$

The coupling $2c\kappa PQ/r$ becomes $2ctP^2/r$, and the density is

$$c^2(1-t^2)P^2+\bigl(2ct-Z(1+t^2)\bigr)\frac{P^2}{r}.$$

Two Gamma integrals are needed:

$$\int_0^\infty P^2\,dr=\frac{\Gamma(2s+1)}{(2\zeta)^{2s+1}},\qquad \int_0^\infty \frac{P^2}{r}\,dr=\frac{\Gamma(2s)}{(2\zeta)^{2s}} .$$

Since $\Gamma(2s+1)=2s\,\Gamma(2s)$, their ratio gives $\langle 1/r\rangle=\zeta/s=:u$. This is `mean_inverse_radius`. Dividing by the squared norm $(1+t^2)\int P^2\,dr$ yields `trialEnergy_eq`:

$$E(t,u)=\frac{c^2(1-t^2)+2ctu}{1+t^2}-Zu .$$

In Lean, `num` and `den` compute the two integrals. Splitting the numerator requires integrability, which is read off from the non-zero values of the Gamma integrals, because Lean assigns the value zero to the integral of a non-integrable function.

At $t=0$ the energy is $c^2-Zu$, which has no lower bound as $u$ grows. That is `variational_collapse`.

## Maximising over the small component

Let $w=\sqrt{c^2+u^2}$ and $t_0=u/(w+c)$. Then $t_0(w+c)=u$, and $t_0u=u^2/(w+c)=w-c$. Expanding the right-hand side with these two relations confirms

$$c^2(1-t^2)+2ctu=cw(1+t^2)-c(w+c)(t-t_0)^2 .$$

After division by $1+t^2$, the last term is never positive and vanishes at $t=t_0$. The maximum is therefore $cw-Zu$. The lemma `complete_square` proves the identity, with `linear_combination` doing the expansion, and `isGreatest_trialEnergy` draws the conclusion.

## Minimising over the exponent

Let $\gamma=\sqrt{1-Z^2/c^2}$, written `gam` in the file, so that $c^2\gamma^2=c^2-Z^2$. To compare $cw-Zu$ with $c^2\gamma$, move $Zu$ to the other side and square:

$$\begin{aligned}
(cw)^2-(c^2\gamma+Zu)^2
&=c^2(c^2+u^2)-c^4\gamma^2-2c^2\gamma Zu-Z^2u^2\\
&=(c^2-Z^2)u^2-2c^2\gamma Zu+c^2Z^2\\
&=c^2(\gamma u-Z)^2\ \ge 0 .
\end{aligned}$$

Both $cw$ and $c^2\gamma+Zu$ are positive for $u>0$, so $cw-Zu\ge c^2\gamma$, with equality exactly when $\gamma u=Z$. This is `outer_bound`, where `key` is the identity above. In terms of the exponent, equality means $\zeta\gamma=sZ$, as `optimal_exponent` states. `minimax` takes $\zeta=sZ/\gamma$ for attainment and uses the inequality for every other exponent.

The condition $Z<c$ keeps $\gamma$ real and positive. For $Z>c$, the estimate $w\le c+u$ bounds every energy by $c^2-(Z-c)u$, which falls without limit as $u$ grows. `supercritical_collapse` records that maximising over $t$ then no longer protects the energy.

## When the trial spinor is exact

The minimum does not depend on $s$, but the spinor that attains it does. At the optimum $u=Z/\gamma$ one has $w=c/\gamma$, hence $t_0=Z/(c(1+\gamma))$ for every $s$. The theorem `exact_solution` takes $s=\gamma$, $\zeta=Z$ and this amplitude, and shows that both radial equations hold at every $r>0$ with energy $c^2\gamma$.

Write $t$ for that amplitude. It satisfies $ct(1+\gamma)=Z$ and, because $Z^2=c^2(1-\gamma^2)$, also $tZ=c(1-\gamma)$. The upper row divided by $P$ is

$$c^2-ctZ+\frac{ct(1+\gamma)-Z}{r}=c^2\gamma ,$$

and the lower row divided by $P$ is

$$c^2t-cZ+\frac{c(\gamma-1)+tZ}{r}=-c^2\gamma t ,$$

which is the energy times $Q/P$. The Lean proof derives the same two relations, `ht` and `h2`, and combines them linearly.

For $s\neq\gamma$, with the optimal $\zeta=sZ/\gamma$ and the same amplitude, the upper row minus $c^2\gamma P$ equals $\frac{Z(s-\gamma)}{1+\gamma}\left(\frac1r-\frac{Z}{\gamma}\right)P$, which is not identically zero. This is a side computation that the file does not contain. Within this one-electron family, then, a correct energy does not certify a correct spinor.

## The same step as a matrix diagonalisation

For this trial family, the optimal amplitude $t$ can also be found from an eigenvalue problem. With $P$ normalised and used as the large-component function, and $-P$ as the small-component function, the Hamiltonian matrix is

$$\begin{pmatrix}c^2-Zu & cu\\ cu & -c^2-Zu\end{pmatrix},$$

with eigenvalues $\pm c\sqrt{c^2+u^2}-Zu$. The upper eigenvalue is the maximum over $t$. An exponent optimisation for this one-electron model diagonalises the matrix at each $\zeta$, selects the upper root and lowers that root by varying $\zeta$. Following the lower root instead would send the energy to $-\infty$.
